# One continued-fraction step maps the closed lower half-plane bijectively onto the closed Weyl disk without the point 0 when Im z > 0 and b ≠ 0

When a recursion calculation of a local density of states is stopped after finitely many levels, the uncomputed rest of the chain can be replaced by a terminator t. For a non-interacting chain with at least one computed level, at complex energy z with Im z > 0, any terminator with Im t ≤ 0 leaves the diagonal resolvent element in one fixed disk of diameter 1/Im z.

```lean
import Mathlib

open Complex Metric

namespace WeylDisk

noncomputable section

/-- One level of the continued fraction of a resolvent: site energy `a`, hopping `b`,
and `t` the resolvent of the rest of the chain. -/
def step (z : ℂ) (a b : ℝ) (t : ℂ) : ℂ := 1 / (z - a - (b : ℂ) ^ 2 * t)

/-- The centre `-i/(2y)` of the Weyl disk for a complex energy with imaginary part `y`. -/
def centre (y : ℝ) : ℂ := -I / (2 * y)

/-- The radius `1/(2y)` of the Weyl disk. -/
def radius (y : ℝ) : ℝ := 1 / (2 * y)

/-- The continued fraction with the listed levels `(a, b)`, closed by the terminator `t`. -/
def chain (z : ℂ) : List (ℝ × ℝ) → ℂ → ℂ
  | [], t => t
  | p :: l, t => step z p.1 p.2 (chain z l t)

lemma denom_im (z : ℂ) (a b : ℝ) (t : ℂ) :
    (z - a - (b : ℂ) ^ 2 * t).im = z.im - b ^ 2 * t.im := by
  rw [← Complex.ofReal_pow]
  simp only [Complex.sub_im, Complex.ofReal_im, Complex.im_ofReal_mul, sub_zero]

/-- The negative imaginary part of the resolvent `G` is `(Im z - b² Im t) |G|²`. -/
theorem neg_im_step (z : ℂ) (a b : ℝ) (t : ℂ) :
    -(step z a b t).im = (z.im - b ^ 2 * t.im) * normSq (step z a b t) := by
  unfold step
  rw [one_div, Complex.inv_im, map_inv₀, denom_im]
  ring

/-- The squared distance of the resolvent from the disk centre, less the squared radius,
is `b² Im t |G|² / Im z`. -/
theorem dist_sq_sub_radius_sq {z : ℂ} (hz : 0 < z.im) (a b : ℝ) (t : ℂ) :
    ‖step z a b t - centre z.im‖ ^ 2 - radius z.im ^ 2
      = b ^ 2 * t.im * normSq (step z a b t) / z.im := by
  have h := neg_im_step z a b t
  generalize step z a b t = G at h ⊢
  have hc : centre z.im = ((-(1 / (2 * z.im)) : ℝ) : ℂ) * I := by
    unfold centre
    push_cast
    ring
  -- complete the square
  have key : ‖G - centre z.im‖ ^ 2 - radius z.im ^ 2 = normSq G + G.im / z.im := by
    rw [hc, Complex.sq_norm, normSq_apply, normSq_apply]
    simp only [Complex.sub_re, Complex.sub_im, Complex.re_ofReal_mul,
      Complex.im_ofReal_mul, Complex.I_re, Complex.I_im, radius]
    ring
  rw [key, eq_div_iff hz.ne', add_mul, div_mul_cancel₀ _ hz.ne']
  linear_combination (-1) * h

lemma radius_pos {y : ℝ} (hy : 0 < y) : 0 < radius y := by
  unfold radius
  positivity

lemma step_ne_zero {z : ℂ} (hz : 0 < z.im) (a b : ℝ) {t : ℂ} (ht : t.im ≤ 0) :
    step z a b t ≠ 0 := by
  refine one_div_ne_zero fun h => ?_
  have h1 := denom_im z a b t
  rw [h, Complex.zero_im] at h1
  nlinarith [mul_nonneg (sq_nonneg b) (neg_nonneg.2 ht)]

lemma step_mem {z : ℂ} (hz : 0 < z.im) (a b : ℝ) {t : ℂ} (ht : t.im ≤ 0) :
    step z a b t ∈ closedBall (centre z.im) (radius z.im) := by
  have d := dist_sq_sub_radius_sq hz a b t
  have h : b ^ 2 * t.im * normSq (step z a b t) / z.im ≤ 0 :=
    div_nonpos_of_nonpos_of_nonneg (mul_nonpos_of_nonpos_of_nonneg
      (mul_nonpos_of_nonneg_of_nonpos (sq_nonneg b) ht) (normSq_nonneg _)) hz.le
  rw [mem_closedBall, dist_eq_norm]
  by_contra hn
  have hn' := lt_of_not_ge hn
  nlinarith [radius_pos hz]

lemma step_inverse (z : ℂ) (a : ℝ) {b : ℝ} (hb : b ≠ 0) (G : ℂ) :
    step z a b ((z - a - 1 / G) / (b : ℂ) ^ 2) = G := by
  have hb' : (b : ℂ) ≠ 0 := Complex.ofReal_ne_zero.2 hb
  have h : ∀ X : ℂ, (b : ℂ) ^ 2 * (X / (b : ℂ) ^ 2) = X := fun X => by field_simp
  unfold step
  rw [h, sub_sub_cancel, one_div_one_div]

lemma step_injective (z : ℂ) (a : ℝ) {b : ℝ} (hb : b ≠ 0) :
    Function.Injective (step z a b) := by
  intro s t h
  unfold step at h
  rw [one_div, one_div] at h
  have hb' : (b : ℂ) ^ 2 ≠ 0 := pow_ne_zero 2 (Complex.ofReal_ne_zero.2 hb)
  exact mul_left_cancel₀ hb' (sub_right_injective (inv_injective h))

/-- For `Im z > 0` and `b ≠ 0`, the recursion step maps the half-plane `Im t ≤ 0` bijectively
onto the closed disk of centre `-i/(2 Im z)` and radius `1/(2 Im z)` with zero removed. -/
theorem step_bijOn_disk {z : ℂ} (hz : 0 < z.im) (a : ℝ) {b : ℝ} (hb : b ≠ 0) :
    Set.BijOn (step z a b) {t | t.im ≤ 0}
      (closedBall (centre z.im) (radius z.im) \ {0}) := by
  refine ⟨fun t ht => ⟨step_mem hz a b ht, step_ne_zero hz a b ht⟩,
    (step_injective z a hb).injOn, ?_⟩
  rintro G ⟨hG, h0⟩
  have hN : 0 < normSq G := normSq_pos.2 h0
  refine ⟨(z - a - 1 / G) / (b : ℂ) ^ 2, ?_, step_inverse z a hb G⟩
  have d := dist_sq_sub_radius_sq hz a b ((z - a - 1 / G) / (b : ℂ) ^ 2)
  rw [step_inverse z a hb G] at d
  rw [mem_closedBall, dist_eq_norm] at hG
  have hsq := pow_le_pow_left₀ (norm_nonneg _) hG 2
  -- a terminator with positive imaginary part would put G outside the disk
  by_contra hn
  have ht : 0 < ((z - a - 1 / G) / (b : ℂ) ^ 2).im := lt_of_not_ge hn
  have hb2 : 0 < b ^ 2 := by positivity
  have hpos := div_pos (mul_pos (mul_pos hb2 ht) hN) hz
  linarith

/-- For `Im z > 0` and `b ≠ 0`, the recursion step maps the real terminators bijectively onto the
circle of centre `-i/(2 Im z)` and radius `1/(2 Im z)` with zero removed. -/
theorem step_bijOn_circle {z : ℂ} (hz : 0 < z.im) (a : ℝ) {b : ℝ} (hb : b ≠ 0) :
    Set.BijOn (step z a b) {t | t.im = 0}
      (sphere (centre z.im) (radius z.im) \ {0}) := by
  refine ⟨fun t ht => ⟨?_, step_ne_zero hz a b (le_of_eq ht)⟩,
    (step_injective z a hb).injOn, ?_⟩
  · have d := dist_sq_sub_radius_sq hz a b t
    have ht' : t.im = 0 := ht
    rw [ht', mul_zero, zero_mul, zero_div] at d
    rw [mem_sphere, dist_eq_norm]
    have hr := radius_pos hz
    have hn := norm_nonneg (step z a b t - centre z.im)
    have hf : (‖step z a b t - centre z.im‖ - radius z.im)
        * (‖step z a b t - centre z.im‖ + radius z.im) = 0 := by
      linear_combination d
    rcases mul_eq_zero.1 hf with h | h <;> linarith
  · rintro G ⟨hG, h0⟩
    refine ⟨(z - a - 1 / G) / (b : ℂ) ^ 2, ?_, step_inverse z a hb G⟩
    have d := dist_sq_sub_radius_sq hz a b ((z - a - 1 / G) / (b : ℂ) ^ 2)
    rw [mem_sphere, dist_eq_norm] at hG
    rw [step_inverse z a hb G, hG, sub_self] at d
    have h1 := (div_eq_zero_iff.1 d.symm).resolve_right hz.ne'
    have h2 := (mul_eq_zero.1 h1).resolve_right (normSq_pos.2 h0).ne'
    exact (mul_eq_zero.1 h2).resolve_left (pow_ne_zero 2 hb)

/-- For `Im z > 0`, a chain of any length closed by a terminator with `Im t ≤ 0` has a value with
non-positive imaginary part. -/
theorem chain_im_nonpos {z : ℂ} (hz : 0 < z.im) (l : List (ℝ × ℝ)) {t : ℂ}
    (ht : t.im ≤ 0) : (chain z l t).im ≤ 0 := by
  induction l with
  | nil => exact ht
  | cons p l ih =>
    have h := neg_im_step z p.1 p.2 (chain z l t)
    have h1 : 0 ≤ z.im - p.2 ^ 2 * (chain z l t).im := by
      nlinarith [mul_nonneg (sq_nonneg p.2) (neg_nonneg.2 ih)]
    have h2 := mul_nonneg h1 (normSq_nonneg (step z p.1 p.2 (chain z l t)))
    change (step z p.1 p.2 (chain z l t)).im ≤ 0
    linarith

/-- For `Im z > 0`, every value that a longer list of levels gives with a terminator in `Im t ≤ 0`
is also given by its initial part with some terminator in `Im t ≤ 0`. -/
theorem chain_nested {z : ℂ} (hz : 0 < z.im) (l m : List (ℝ × ℝ)) :
    chain z (l ++ m) '' {t | t.im ≤ 0} ⊆ chain z l '' {t | t.im ≤ 0} := by
  rintro _ ⟨t, ht, rfl⟩
  refine ⟨chain z m t, chain_im_nonpos hz m ht, ?_⟩
  -- the added levels act as a terminator of the shorter chain
  induction l with
  | nil => rfl
  | cons p l ih => exact congrArg (step z p.1 p.2) ih

/-- For `Im z > 0`, two terminators with non-positive imaginary parts, put on the same non-empty
chain, give resolvent values at most `1 / Im z` apart. -/
theorem termination_error {z : ℂ} (hz : 0 < z.im) (p : ℝ × ℝ) (l : List (ℝ × ℝ))
    {s t : ℂ} (hs : s.im ≤ 0) (ht : t.im ≤ 0) :
    ‖chain z (p :: l) s - chain z (p :: l) t‖ ≤ 1 / z.im := by
  have h1 := mem_closedBall.1 (step_mem hz p.1 p.2 (chain_im_nonpos hz l hs))
  have h2 := mem_closedBall.1 (step_mem hz p.1 p.2 (chain_im_nonpos hz l ht))
  have hr : radius z.im + radius z.im = 1 / z.im := by
    unfold radius
    ring
  rw [← dist_eq_norm, ← hr]
  exact (dist_triangle_right _ _ (centre z.im)).trans (add_le_add h1 h2)

end

end WeylDisk
```

```lean
#print axioms WeylDisk.step_bijOn_disk
#print axioms WeylDisk.step_bijOn_circle
#print axioms WeylDisk.chain_nested
#print axioms WeylDisk.termination_error
```

```
'WeylDisk.step_bijOn_disk' depends on axioms: [propext, Classical.choice, Quot.sound]
'WeylDisk.step_bijOn_circle' depends on axioms: [propext, Classical.choice, Quot.sound]
'WeylDisk.chain_nested' depends on axioms: [propext, Classical.choice, Quot.sound]
'WeylDisk.termination_error' depends on axioms: [propext, Classical.choice, Quot.sound]
```

## The recursion step and its chain

Consider a chain of sites with real site energies and real nearest-neighbour hoppings. Its first site has energy a and is coupled by b to the rest of the chain, whose Hamiltonian is H′. Let G be the diagonal element of (z − H)⁻¹ on the first site, and let t be the corresponding element of (z − H′)⁻¹ on the first site of the rest. Write g₀ = G and g₁ for the first two components of the column of (z − H)⁻¹ that belongs to the first site. The first row of the defining equation is

(z − a) g₀ − b g₁ = 1.

The remaining rows say that the rest of the chain is driven through its first site with strength b g₀, so g₁ = b t g₀. Substitution gives

G = 1/(z − a − b² t).

This is `step z a b t`. The file takes the formula as its definition; it constructs no Hamiltonian and does not derive the continued fraction from one. Here z and t are complex numbers, while a and b are real. Only b² enters, so the sign of the hopping is immaterial.

The function `chain z l t` composes such steps along a list `l` of pairs (a, b). The head of the list is the site whose resolvent is wanted, and t closes the far end. For an empty list the result is t itself.

The condition Im t ≤ 0 stands for the sign that a diagonal resolvent element of a Hermitian Hamiltonian has when Im z > 0. There −Im t/π is the local density of states broadened by a Lorentzian of half-width Im z, which cannot be negative. The sign alone does not make t such an element, which also obeys |t| ≤ 1/Im z. The theorems assume this sign for the terminator and then show that the steps preserve it. Real terminators are included. The choice t = 0 cuts the chain off, and another real t shifts the energy of the last site to a + b² t.

## The sign of Im t decides inside or outside

Let y = Im z > 0 and D = z − a − b² t, so that G = 1/D. Since a and b² are real,

Im D = y − b² Im t.

The imaginary part of 1/D is −Im D/|D|², and |G|² = 1/|D|². Hence

−Im G = (y − b² Im t)|G|².  (1)

Now let c = −i/(2y) and r = 1/(2y), which are `centre y` and `radius y` in the file. Expanding the squared distance from c gives

|G − c|² = (Re G)² + (Im G + 1/(2y))² = |G|² + Im G/y + r².

Moving r² to the left and inserting (1) for Im G, the terms |G|² cancel:

|G − c|² − r² = b² Im t |G|²/y.  (2)

If Im t ≤ 0, the right-hand side is not positive and G lies in the closed disk. Moreover Im D ≥ y > 0, so D is finite and non-zero, and G is not zero. The point zero lies on the bounding circle, because |0 − c| = r, but no finite t reaches it.

For the converse, take b ≠ 0 and any G ≠ 0 in the disk, and solve the step for t:

t = (z − a − 1/G)/b².

Putting this t back gives G. The left-hand side of (2) is then at most zero, while b²|G|²/y is positive, so Im t ≤ 0. The solution is unique, so the step is a bijection. The same argument with equality shows that real t correspond exactly to the points of the circle other than zero.

The disk depends on neither a nor b. Only the distance y from the real energy axis sets its size.

## A level with a = 1, b = 2 at z = 3 + 2i

Here y = 2, so the centre is −i/4 and the radius is 1/4. With t = −i/2 the denominator is

D = 3 + 2i − 1 + 2i = 2 + 4i,

and G = 0.1 − 0.2i, with |G|² = 0.05. The left-hand side of (2) is 0.01 + 0.0025 − 0.0625 = −0.05. The right-hand side is 4 · (−0.5) · 0.05/2 = −0.05 as well, so the point is inside.

With t = 0 one finds G = 0.25 − 0.25i, at distance exactly 1/4 from the centre, as a real terminator requires. The two values of G differ by 0.15 − 0.05i, of modulus about 0.158, below the bound 1/y = 0.5.

## What the theorems say

`step_bijOn_disk` assumes `0 < z.im` and `b ≠ 0`. Its conclusion uses `Set.BijOn`, which combines three statements: every t with Im t ≤ 0 is sent into the target set, different such t have different images, and every point of the target is reached. The target is the closed ball around `centre z.im` of radius `radius z.im`, with zero removed. `step_bijOn_circle` is the same statement for real t and the bounding circle without zero.

The other results concern lists of levels. They also assume `0 < z.im`, but in them some or all hoppings may vanish. `chain_im_nonpos` says that a terminator with Im t ≤ 0 gives a chain value with the same property. `chain_nested` compares a list `l` with its extension `l ++ m`: every value allowed by the longer list is already allowed by the shorter one. Adding levels can therefore only narrow the set of values that the condition Im t ≤ 0 allows, or leave it as it is.

`termination_error` says that two terminators in the closed lower half-plane, put on the same chain with at least one level, give resolvent values at most 1/Im z apart. The non-empty list is needed because an empty chain returns the terminators themselves, whose distance can be arbitrarily large.

This bound is the diameter of the first disk and does not improve with the length of the chain. Weyl's theory goes on to ask whether the nested sets shrink to a point as the chain grows; the theorems here give the nesting and a bound uniform in length, and leave that limit open. In a recursion calculation for a non-interacting system, they confine the effect of the terminator at a fixed complex energy but do not say how many levels a desired accuracy needs.

## Terminators in the upper half-plane, and b = 0

Take z = i, a = 0 and b = 1, so that the disk has centre −i/2 and radius 1/2. The terminator t = 3i/4 violates Im t ≤ 0. It gives D = i/4 and G = −4i, at distance 7/2 from the centre and far outside the disk. The termination bound fails too: t = 0 gives G = −i, which is 3 away from −4i, while 1/y = 1.

If b = 0, the step ignores t and returns 1/(z − a) every time. The image is a single point, so the bijection is lost, although that point still lies in the disk.

## How the Lean proof follows the algebra

`denom_im` computes Im D. `neg_im_step` is equation (1): it writes the step as an inverse, applies Mathlib's formula for the imaginary part of an inverse, and lets `ring` finish. The function `normSq` is |·|².

`dist_sq_sub_radius_sq` is equation (2). The tactic `generalize` replaces the step by a single letter `G`, keeping (1) as the only information about it. The intermediate claim `key` is the completed square. After multiplication by Im z, `linear_combination` inserts (1).

`step_ne_zero` assumes that the denominator vanishes and compares imaginary parts: zero would have to equal a positive number. `step_mem` shows that the right-hand side of (2) is not positive. If the distance from the centre exceeded the radius, its square would exceed the squared radius, which contradicts (2).

`step_inverse` checks the explicit solution for t, and `step_injective` undoes the inverse, the subtraction and the multiplication by b² in turn. Because Lean sets 1/0 = 0, `step_inverse` also holds formally at G = 0, but the bijections use it only for G ≠ 0.

`step_bijOn_disk` assembles these parts. For surjectivity it takes a non-zero `G` in the disk and the explicit t, and supposes that Im t > 0. Equation (2) would then place `G` strictly outside, a contradiction that `linarith` closes.

In `step_bijOn_circle`, a real t makes the right-hand side of (2) zero. The difference of squares factors as

(|G − c| − r)(|G − c| + r) = 0,

and since r > 0 the first factor must vanish. In the other direction, G on the circle makes b² Im t |G|²/y zero. The proof removes the non-zero factors one after another until Im t = 0 remains.

`chain_im_nonpos` is an induction on the list. The empty chain has the sign by assumption. For one more level, the induction hypothesis makes the bracket in (1) non-negative, so −Im G ≥ 0.

For `chain_nested`, a value of the longer chain with terminator t is also the value of the shorter chain with terminator `chain z m t`. That number has a non-positive imaginary part by `chain_im_nonpos`, so it is an allowed terminator. The induction on `l` verifies that the two ways of composing the levels agree.

Finally, `termination_error` separates the first level from the rest. The two remainders have non-positive imaginary parts, so `step_mem` puts both resolvent values in the same disk. The triangle inequality through the centre bounds their distance by r + r = 1/y.
